# Symmetric trial matrices within Frobenius distance 1/2 of the ground-state projector do not lower the LNV energy

## Levels, projector and functional

Take a finite set of one-particle levels with energies \(k_i\) measured from the chemical potential \(\mu\). In the eigenbasis of the Hamiltonian \(H\), the matrix \(K = H-\mu\) is diagonal with entries \(k_i\). The zero-temperature occupations are \(f_i = 1\) for \(k_i<0\) and \(f_i=0\) otherwise, so a level exactly at \(\mu\) counts as empty. The ground-state density matrix is the projector \(P=\mathrm{diag}(f)\), with grand-canonical energy \(E_0=\mathrm{tr}(KP)\).

For a real symmetric trial matrix \(L\), McWeeny purification and the Li–Nunes–Vanderbilt (LNV) functional are

\[
p(L)=3L^2-2L^3,\qquad \Omega(L)=\mathrm{tr}\big(K\,p(L)\big).
\]

Write \(L=P+D\), where \(D\) is the error, \(D_i\) is its row \(i\), and \(\|D\|_F^2=\sum_{ij}D_{ij}^2\) is its squared Frobenius norm.

## A minimum that is only local

Since \(p(P)=P\), we have \(\Omega(P)=E_0\). But \(p\) is a cubic, and \(\Omega\) can fall without limit far from \(P\): a single level with \(k=1\) has \(\Omega(x)=3x^2-2x^3\), which is negative for \(x>3/2\). In the LNV approach to linear-scaling electronic structure, where \(\Omega\) is minimised over trial density matrices, this raises the question of how far from \(P\) the energy is safe. For non-interacting electrons at fixed \(\mu\), the distance \(1/2\) serves every finite set of levels, whatever its gap or bandwidth.

## The inequalities and their Lean form

Suppose that \(D\) is symmetric and that a number \(r\) satisfies \(|x\cdot Dx|\le r\,x\cdot x\) for all real vectors \(x\). Then `lnv_excess` states

\[
\Omega(P+D)-E_0\;\ge\;(1-2r)\sum_i |k_i|\sum_j D_{ij}^2 .
\]

Three theorems complete the picture:

- `lnv_basin`: if \(\|D\|_F\le 1/2\), then \(\Omega(P+D)\ge E_0\).
- `lnv_strict_minimum`: if \(\|D\|_F<1/2\), \(D\neq0\) and no \(k_i\) is zero, the inequality is strict. The condition on \(k_i\) says that no level sits at the chemical potential, where changing its population would cost nothing.
- `radius_sharp`: for every \(\rho>1/2\) some two-level system has a symmetric \(D\) with \(\|D\|_F\le\rho\) and \(\Omega(P+D)<E_0\).

In the file, the finite type `n` labels the levels and `k : n → ℝ` holds their energies. The functions `occ`, `groundProjector`, `purify`, `lnv` and `groundEnergy` are \(f\), \(P\), \(p\), \(\Omega\) and \(E_0\). Symmetry is the hypothesis `Dᵀ = D`. Because `frobSq` is the squared norm, the radius appears as `(1 / 2) ^ 2`. Neither idempotency nor a fixed electron number is imposed on \(L\).

The matrices are real and the basis is orthonormal. Working in the eigenbasis costs no generality for a real symmetric \(H\), since an orthogonal rotation preserves traces, symmetry and the Frobenius norm. Sparsity constraints and self-consistency do not enter. Nor do the theorems say that a minimiser started inside the ball stays there or converges.

## The cost of an error, level by level

For symmetric \(A\) with rows \(A_i\),

\[
(ABA)_{ii}=\sum_{jl}A_{ij}B_{jl}A_{li}=A_i\cdot BA_i .
\]

We also need \(0\le x\cdot Px\le x\cdot x\), which holds because the occupations are 0 or 1.

**Empty level, \(k_i\ge0\).** Row \(i\) of \(P\) vanishes, so row \(i\) of \(L\) is \(D_i\). From \(p(L)=L(3-2L)L\),

\[
p(L)_{ii}=3|D_i|^2-2D_i\cdot PD_i-2D_i\cdot DD_i\ge(1-2r)|D_i|^2 .
\]

**Filled level, \(k_i<0\).** Row \(i\) of \(1-L\) is \(-D_i\). From \(1-p(L)=(1-L)(1+2L)(1-L)\),

\[
1-p(L)_{ii}=|D_i|^2+2D_i\cdot PD_i+2D_i\cdot DD_i\ge(1-2r)|D_i|^2 .
\]

The energy difference is

\[
\Omega(L)-E_0=\sum_i k_i\big(p(L)_{ii}-f_i\big).
\]

An empty level contributes \(|k_i|\,p(L)_{ii}\) and a filled one \(|k_i|\,(1-p(L)_{ii})\). Inserting the two bounds and summing gives the excess inequality.

Two uses of Cauchy–Schwarz connect \(r\) to the Frobenius norm:

\[
(x\cdot Dx)^2\le |x|^2|Dx|^2\le \|D\|_F^2\,|x|^4 .
\]

So \(r=\|D\|_F\) is allowed. At \(\|D\|_F\le1/2\) the right-hand side of the excess inequality is non-negative. Below \(1/2\) the factor \(1-2r\) is positive, and one non-zero entry of \(D\) makes the weighted sum positive when all \(k_i\ne0\).

## A high empty level with negative population

For \(\rho>1/2\) write \(\rho=1/2+2\varepsilon\) with \(\varepsilon>0\). Number the levels 0 and 1, and take \(k_0=-1\), \(k_1=q>0\) and

\[
D=\begin{pmatrix}1/2+\varepsilon&\varepsilon\\ \varepsilon&0\end{pmatrix},\qquad
L=\begin{pmatrix}3/2+\varepsilon&\varepsilon\\ \varepsilon&0\end{pmatrix}.
\]

The norm is admissible, since \(\|D\|_F^2=(1/2+\varepsilon)^2+2\varepsilon^2\le\rho^2\). The two population formulas give

\[
p(L)_{11}=\varepsilon^2\big(3-2(3/2+\varepsilon)\big)=-2\varepsilon^3,
\]
\[
1-p(L)_{00}=(1/2+\varepsilon)^2(4+2\varepsilon)+\varepsilon^2(3+4\varepsilon).
\]

Hence \(\Omega(L)-E_0=(1-p(L)_{00})-2\varepsilon^3q\). Choosing \(q\) so that \(2\varepsilon^3q\) exceeds \(1-p(L)_{00}\) by 1 puts the LNV energy exactly 1 below \(E_0\). The value of \(q\) depends on \(\varepsilon\), so \(1/2\) is the best radius common to all level sets; a particular system may tolerate more.

## An antisymmetric error lowers the energy at any distance

Without the symmetry of \(D\), no positive radius works. Take \(k=(-1,1)\) and, for \(a\neq0\),

\[
D=\begin{pmatrix}0&a\\-a&0\end{pmatrix}.
\]

Direct multiplication gives \(p(L)_{00}=1+a^2\) and \(p(L)_{11}=-a^2\), so \(\Omega(L)=-1-2a^2<E_0=-1\) however small \(a\) is. The quadratic form \(x\cdot Dx\) vanishes identically here, so the bound on it holds even with \(r=0\). What fails is the step from \((ABA)_{ii}\) to a quadratic form on a single row.

## The Lean file

```lean
import Mathlib

open Matrix

namespace LNVBasin

noncomputable section

variable {n : Type*} [Fintype n] [DecidableEq n]

/-- Zero-temperature occupation of each level, with energies `k` measured from the
chemical potential. -/
def occ (k : n → ℝ) (i : n) : ℝ := if k i < 0 then 1 else 0

/-- The ground-state density matrix: the projector onto the levels below the chemical
potential. -/
def groundProjector (k : n → ℝ) : Matrix n n ℝ := diagonal (occ k)

/-- The McWeeny purification polynomial `3L² - 2L³`. -/
def purify (L : Matrix n n ℝ) : Matrix n n ℝ := (3 : ℝ) • (L * L) - (2 : ℝ) • (L * L * L)

/-- The LNV functional: the grand-canonical energy of the purified trial matrix. -/
def lnv (k : n → ℝ) (L : Matrix n n ℝ) : ℝ := trace (diagonal k * purify L)

/-- The grand-canonical energy of the ground-state density matrix. -/
def groundEnergy (k : n → ℝ) : ℝ := trace (diagonal k * groundProjector k)

/-- The squared Frobenius norm of a matrix. -/
def frobSq (D : Matrix n n ℝ) : ℝ := ∑ i, ∑ j, D i j ^ 2

omit [DecidableEq n] in
/-- A diagonal entry of `ABA`, with `A` symmetric, is the quadratic form of `B` on a row
of `A`. -/
theorem sandwich_diag {A : Matrix n n ℝ} (hA : Aᵀ = A) (B : Matrix n n ℝ) (i : n) :
    (A * B * A) i i = A i ⬝ᵥ (B *ᵥ A i) := by
  have h : ∀ l, A l i = A i l := fun l => congrFun (congrFun hA i) l
  rw [Matrix.mul_assoc, Matrix.mul_apply]
  simp only [Matrix.mul_apply, dotProduct, Matrix.mulVec, h]

/-- The quadratic form of the ground-state projector lies between zero and the squared
length of the vector. -/
theorem projector_form (k : n → ℝ) (x : n → ℝ) :
    0 ≤ x ⬝ᵥ (groundProjector k *ᵥ x) ∧ x ⬝ᵥ (groundProjector k *ᵥ x) ≤ x ⬝ᵥ x := by
  simp only [groundProjector, dotProduct, Matrix.mulVec_diagonal]
  constructor
  · refine Finset.sum_nonneg fun i _ => ?_
    unfold occ
    split_ifs <;> nlinarith [mul_self_nonneg (x i)]
  · refine Finset.sum_le_sum fun i _ => ?_
    unfold occ
    split_ifs <;> nlinarith [mul_self_nonneg (x i)]

/-- For a symmetric error `D` whose quadratic form is bounded in absolute value by `r` times the
squared length of the vector, the purified population of an empty level is at least `1 - 2r` times
the squared length of its row of `D`. -/
theorem empty_level_population {k : n → ℝ} {D : Matrix n n ℝ} {r : ℝ} (hD : Dᵀ = D)
    (hr : ∀ x : n → ℝ, |x ⬝ᵥ (D *ᵥ x)| ≤ r * (x ⬝ᵥ x)) {i : n} (hi : 0 ≤ k i) :
    (1 - 2 * r) * (D i ⬝ᵥ D i) ≤ purify (groundProjector k + D) i i := by
  have hL : (groundProjector k + D)ᵀ = groundProjector k + D := by
    rw [Matrix.transpose_add, hD, groundProjector, Matrix.diagonal_transpose]
  have hrow : (groundProjector k + D) i = D i := by
    funext j
    simp [groundProjector, Matrix.diagonal_apply, occ, not_lt.mpr hi]
  -- the population is the form of `3 - 2L` on the row of `L`
  have h1 := sandwich_diag hL 1 i
  have h2 := sandwich_diag hL (groundProjector k + D) i
  rw [hrow, Matrix.one_mulVec, Matrix.mul_one] at h1
  rw [hrow, Matrix.add_mulVec, dotProduct_add] at h2
  simp only [purify, Matrix.sub_apply, Matrix.smul_apply, smul_eq_mul]
  rw [h1, h2]
  linarith [(projector_form k (D i)).2, (abs_le.mp (hr (D i))).2]

/-- For a symmetric error `D` whose quadratic form is bounded in absolute value by `r` times the
squared length of the vector, the purified hole population of a filled level is at least `1 - 2r`
times the squared length of its row of `D`. -/
theorem filled_level_hole {k : n → ℝ} {D : Matrix n n ℝ} {r : ℝ} (hD : Dᵀ = D)
    (hr : ∀ x : n → ℝ, |x ⬝ᵥ (D *ᵥ x)| ≤ r * (x ⬝ᵥ x)) {i : n} (hi : k i < 0) :
    (1 - 2 * r) * (D i ⬝ᵥ D i) ≤ 1 - purify (groundProjector k + D) i i := by
  have hL : (1 - (groundProjector k + D))ᵀ = 1 - (groundProjector k + D) := by
    rw [Matrix.transpose_sub, Matrix.transpose_one, Matrix.transpose_add, hD,
      groundProjector, Matrix.diagonal_transpose]
  have hrow : (1 - (groundProjector k + D)) i = -D i := by
    funext j
    rcases eq_or_ne i j with rfl | hij
    · simp [groundProjector, occ, hi]
    · simp [groundProjector, hij]
  -- the hole matrix factorises as `(1 - L)(1 + 2L)(1 - L)`
  have hfac : ∀ L : Matrix n n ℝ,
      1 - purify L = (1 - L) * (1 - L) + (2 : ℝ) • ((1 - L) * L * (1 - L)) := by
    intro L
    simp only [purify, mul_sub, sub_mul, one_mul, mul_one]
    module
  have h1 := sandwich_diag hL 1 i
  have h2 := sandwich_diag hL (groundProjector k + D) i
  rw [hrow, Matrix.one_mulVec, Matrix.mul_one, neg_dotProduct_neg] at h1
  rw [hrow, Matrix.mulVec_neg, neg_dotProduct_neg, Matrix.add_mulVec, dotProduct_add] at h2
  have h3 := congrFun (congrFun (hfac (groundProjector k + D)) i) i
  rw [Matrix.sub_apply, Matrix.one_apply_eq, Matrix.add_apply, Matrix.smul_apply,
    smul_eq_mul, h1, h2] at h3
  rw [h3]
  linarith [(projector_form k (D i)).1, (abs_le.mp (hr (D i))).1]

/-- The LNV energy of `P + D` exceeds the ground-state energy by at least `1 - 2r` times the squared
entries of `D` weighted by the level distances from the chemical potential, where `D` is symmetric
and its quadratic form is bounded in absolute value by `r` times the squared length of the vector.
-/
theorem lnv_excess {k : n → ℝ} {D : Matrix n n ℝ} {r : ℝ} (hD : Dᵀ = D)
    (hr : ∀ x : n → ℝ, |x ⬝ᵥ (D *ᵥ x)| ≤ r * (x ⬝ᵥ x)) :
    (1 - 2 * r) * ∑ i, |k i| * ∑ j, D i j ^ 2
      ≤ lnv k (groundProjector k + D) - groundEnergy k := by
  have hf : ∀ i, groundProjector k i i = occ k i := fun i => Matrix.diagonal_apply_eq _ i
  have e : lnv k (groundProjector k + D) - groundEnergy k
      = ∑ i, k i * (purify (groundProjector k + D) i i - occ k i) := by
    simp only [lnv, groundEnergy, Matrix.trace, Matrix.diag_apply, Matrix.diagonal_mul, hf,
      mul_sub, Finset.sum_sub_distrib]
  rw [e, Finset.mul_sum]
  refine Finset.sum_le_sum fun i _ => ?_
  have hs : ∑ j, D i j ^ 2 = D i ⬝ᵥ D i := by simp only [dotProduct, pow_two]
  rw [hs]
  -- the bound holds for each level separately
  rcases lt_or_ge (k i) 0 with hi | hi
  · have h := mul_le_mul_of_nonneg_left (filled_level_hole hD hr hi) (neg_nonneg.mpr hi.le)
    have ho : occ k i = 1 := by simp [occ, hi]
    rw [abs_of_neg hi, ho]
    linarith
  · have h := mul_le_mul_of_nonneg_left (empty_level_population hD hr hi) hi
    have ho : occ k i = 0 := by simp [occ, not_lt.mpr hi]
    rw [abs_of_nonneg hi, ho]
    linarith

omit [DecidableEq n] in
/-- If `r` is at least the Frobenius norm of `D`, the quadratic form of `D` is bounded in absolute
value by `r` times the squared length of the vector. -/
theorem form_le_of_frobSq {D : Matrix n n ℝ} {r : ℝ} (h0 : 0 ≤ r) (h : frobSq D ≤ r ^ 2)
    (x : n → ℝ) : |x ⬝ᵥ (D *ᵥ x)| ≤ r * (x ⬝ᵥ x) := by
  have hx : x ⬝ᵥ x = ∑ i, x i ^ 2 := by simp only [dotProduct, pow_two]
  have hx0 : 0 ≤ ∑ i, x i ^ 2 := Finset.sum_nonneg fun i _ => sq_nonneg _
  have h1 : (x ⬝ᵥ (D *ᵥ x)) ^ 2 ≤ (∑ i, x i ^ 2) * ∑ i, (D *ᵥ x) i ^ 2 :=
    Finset.sum_mul_sq_le_sq_mul_sq _ _ _
  have h2 : ∑ i, (D *ᵥ x) i ^ 2 ≤ frobSq D * ∑ i, x i ^ 2 := by
    rw [frobSq, Finset.sum_mul]
    exact Finset.sum_le_sum fun i _ => Finset.sum_mul_sq_le_sq_mul_sq _ _ _
  have h3 := mul_le_mul_of_nonneg_left (h2.trans (mul_le_mul_of_nonneg_right h hx0)) hx0
  rw [hx]
  refine abs_le_of_sq_le_sq ?_ (mul_nonneg h0 hx0)
  linarith

/-- Every symmetric trial matrix within Frobenius distance `1/2` of the ground-state
projector has an LNV energy no lower than the ground-state energy. -/
theorem lnv_basin {k : n → ℝ} {D : Matrix n n ℝ} (hD : Dᵀ = D)
    (h : frobSq D ≤ (1 / 2) ^ 2) : groundEnergy k ≤ lnv k (groundProjector k + D) := by
  have := lnv_excess (k := k) hD (form_le_of_frobSq (by norm_num) h)
  norm_num at this
  linarith

/-- If no level sits at the chemical potential, every other symmetric trial matrix at
Frobenius distance less than `1/2` has a strictly higher LNV energy than the ground state. -/
theorem lnv_strict_minimum {k : n → ℝ} {D : Matrix n n ℝ} (hk : ∀ i, k i ≠ 0) (hD : Dᵀ = D)
    (h : frobSq D < (1 / 2) ^ 2) (hne : D ≠ 0) :
    groundEnergy k < lnv k (groundProjector k + D) := by
  have hF : 0 ≤ frobSq D :=
    Finset.sum_nonneg fun i _ => Finset.sum_nonneg fun j _ => sq_nonneg _
  have hr : Real.sqrt (frobSq D) < 1 / 2 := (Real.sqrt_lt' (by norm_num)).mpr h
  have hex := lnv_excess (k := k) hD
    (form_le_of_frobSq (Real.sqrt_nonneg _) (Real.sq_sqrt hF).ge)
  obtain ⟨i, j, hij⟩ : ∃ i j, D i j ≠ 0 := by
    by_contra hc
    push Not at hc
    exact hne (Matrix.ext hc)
  -- one non-zero entry of `D` already costs energy
  have hrow : 0 < ∑ j, D i j ^ 2 :=
    Finset.sum_pos' (fun j _ => sq_nonneg _) ⟨j, Finset.mem_univ j, by positivity⟩
  have hpos : 0 < ∑ i, |k i| * ∑ j, D i j ^ 2 :=
    Finset.sum_pos'
      (fun i _ => mul_nonneg (abs_nonneg _) (Finset.sum_nonneg fun j _ => sq_nonneg _))
      ⟨i, Finset.mem_univ i, mul_pos (abs_pos.mpr (hk i)) hrow⟩
  have := mul_pos (show 0 < 1 - 2 * Real.sqrt (frobSq D) by linarith) hpos
  linarith

/-- For every radius above `1/2` there is a two-level system and a symmetric trial matrix
within that Frobenius distance whose LNV energy lies below the ground-state energy. -/
theorem radius_sharp {ρ : ℝ} (hρ : 1 / 2 < ρ) :
    ∃ (k : Fin 2 → ℝ) (D : Matrix (Fin 2) (Fin 2) ℝ), (∀ i, k i ≠ 0) ∧ Dᵀ = D ∧
      frobSq D ≤ ρ ^ 2 ∧ lnv k (groundProjector k + D) < groundEnergy k := by
  obtain ⟨ε, hε, rfl⟩ : ∃ ε : ℝ, 0 < ε ∧ ρ = 1 / 2 + 2 * ε :=
    ⟨(ρ - 1 / 2) / 2, by linarith, by ring⟩
  -- the empty level is put so high that its negative population wins
  obtain ⟨q, hq, hqe⟩ : ∃ q : ℝ, 0 < q ∧ 2 * ε ^ 3 * q
      = (1 / 2 + ε) ^ 2 * (4 + 2 * ε) + ε ^ 2 * (3 + 4 * ε) + 1 :=
    ⟨((1 / 2 + ε) ^ 2 * (4 + 2 * ε) + ε ^ 2 * (3 + 4 * ε) + 1) / (2 * ε ^ 3),
      by positivity, mul_div_cancel₀ _ (by positivity)⟩
  have hP : groundProjector ![-1, q] = !![1, 0; 0, 0] := by
    ext i j
    fin_cases i <;> fin_cases j <;> simp [groundProjector, occ, not_lt.mpr hq.le]
  have hK : diagonal ![-1, q] = !![-1, 0; 0, q] := by
    ext i j
    fin_cases i <;> fin_cases j <;> simp
  refine ⟨![-1, q], !![1 / 2 + ε, ε; ε, 0], ?_, ?_, ?_, ?_⟩
  · intro i
    fin_cases i <;> simp [hq.ne']
  · ext i j
    fin_cases i <;> fin_cases j <;> simp
  · have : frobSq !![1 / 2 + ε, ε; ε, 0] = (1 / 2 + ε) ^ 2 + 2 * ε ^ 2 := by
      simp only [frobSq, Fin.sum_univ_two, Matrix.of_apply, Matrix.cons_val_zero,
        Matrix.cons_val_one]
      ring
    rw [this]
    nlinarith [sq_nonneg ε]
  · have hL : (!![1, 0; 0, 0] + !![1 / 2 + ε, ε; ε, 0] : Matrix (Fin 2) (Fin 2) ℝ)
        = !![3 / 2 + ε, ε; ε, 0] := by
      ext i j
      fin_cases i <;> fin_cases j <;> simp
      ring
    have hE : groundEnergy ![-1, q] = -1 := by
      rw [groundEnergy, hP, hK]
      simp [Matrix.trace_fin_two]
    rw [hE, hP, hL, lnv, hK, purify]
    simp only [Matrix.trace_fin_two, Matrix.mul_apply, Fin.sum_univ_two, Matrix.sub_apply,
      Matrix.smul_apply, smul_eq_mul, Matrix.of_apply, Matrix.cons_val_zero,
      Matrix.cons_val_one]
    linarith

end

end LNVBasin
```

```lean
#print axioms LNVBasin.lnv_basin
#print axioms LNVBasin.lnv_strict_minimum
#print axioms LNVBasin.radius_sharp
```

```
'LNVBasin.lnv_basin' depends on axioms: [propext, Classical.choice, Quot.sound]
'LNVBasin.lnv_strict_minimum' depends on axioms: [propext, Classical.choice, Quot.sound]
'LNVBasin.radius_sharp' depends on axioms: [propext, Classical.choice, Quot.sound]
```

## How the proof follows the derivation

`sandwich_diag` is the identity for \((ABA)_{ii}\), and `projector_form` is the two-sided bound on \(x\cdot Px\), proved term by term after splitting on whether a level is filled.

In `empty_level_population`, `hrow` identifies row \(i\) of \(L\) with \(D_i\). The sandwich identity is then applied with \(B=1\) and \(B=L\), which yields the diagonal entries of \(L^2\) and \(L^3\). The closing `linarith` combines the upper bounds on the forms of \(P\) and \(D\).

`filled_level_hole` repeats this for \(1-L\). Its factorisation `hfac` is written as \((1-L)^2+2(1-L)L(1-L)\), so the same two choices of \(B\) suffice. This time the lower bounds on the two forms are used.

In `lnv_excess`, the equation `e` writes the energy difference as a sum over levels. `Finset.sum_le_sum` reduces the claim to one level, and the case split on the sign of \(k_i\) selects the matching population bound, multiplied by \(|k_i|\).

`form_le_of_frobSq` applies Cauchy–Schwarz once to \(x\cdot Dx\) and once to each row of \(Dx\), then passes from squares to absolute values. `lnv_basin` inserts \(r=1/2\), which makes the lower bound zero. `lnv_strict_minimum` instead takes \(r\) to be the Frobenius norm itself, `Real.sqrt (frobSq D)`, and extracts a non-zero entry of \(D\) to show that the weighted sum is positive.

`radius_sharp` builds the two-level example. The equation `hqe` fixes \(q\), the matrices are evaluated entry by entry, and the final `linarith` uses `hqe` to compare the energies.
